# N k-points cannot integrate every plane wave up to frequency N exactly

Suppose you tune the positions and weights of $N$ k-points so that they integrate as many plane waves as possible over a one-dimensional Brillouin zone. Without an upper bound on what $N$ points can do, a fit that fails at frequency $N$ looks like a poor starting guess, and the search goes on. The problems below show that no choice of $N$ points and weights is exact at all frequencies up to $N$, and that any $N$-point rule exact at all frequencies up to $N-1$ must be a uniform mesh with equal weights.

```lean
import Mathlib

open Polynomial

namespace BrillouinQuadratureBound

noncomputable section
```

## Plane waves, exact rules and node phases

The wave number $x$ is measured in units of the reciprocal lattice vector, so the zone is $[0,1]$. For an integer $m$ write $e_m(x)=e^{2\pi i m x}$. In Lean this is `bloch m x`.

```lean
/-- The plane wave `exp(2πi m x)` with integer frequency `m` at reduced wave number `x`. -/
def bloch (m : ℤ) (x : ℝ) : ℂ := Complex.exp (2 * Real.pi * Complex.I * (m * x))
```

A rule consists of real nodes $k_j$ and complex weights $w_j$, with $j=0,\dots,N-1$. It is exact to frequency $M$ if $\sum_j w_j e_m(k_j)$ equals the integral of $e_m$ over the zone for every integer $|m|\le M$. The definition `ExactTo k w M` compares the sum with the actual integral. It does not require the nodes to be distinct or to lie in $[0,1]$, nor the weights to be positive.

```lean
/-- The k-point rule with nodes `k` and weights `w` integrates every plane wave of
frequency at most `M` in absolute value exactly over the zone `[0,1]`. -/
def ExactTo {N : ℕ} (k : Fin N → ℝ) (w : Fin N → ℂ) (M : ℕ) : Prop :=
  ∀ m : ℤ, |m| ≤ (M : ℤ) → ∑ j, w j * bloch m (k j) = ∫ x in (0 : ℝ)..1, bloch m x
```

Let $z_j=e_1(k_j)$ be the phase of node $j$. The nodal polynomial is $P(X)=\prod_j (X-z_j)$, written `nodal k`.

```lean
/-- The nodal polynomial, the product of `X - exp(2πi k_j)` over all nodes. -/
def nodal {N : ℕ} (k : Fin N → ℝ) : ℂ[X] := ∏ j, (X - C (bloch 1 (k j)))
```

## (a) The zone integral of a plane wave

Show that, for every integer $m$,
$$\int_0^1 e_m(x)\,dx=\delta_{m0}.$$

**Solution.** For $m=0$ the integrand is 1. For $m\ne0$ the integral is $(e^{2\pi i m}-1)/(2\pi i m)$, and its numerator vanishes. In the code, `hc` says that the denominator is nonzero and `h1` that $e^{2\pi i m}=1$.

```lean
/-- The zone integral of a plane wave is 1 at zero frequency and 0 at any other. -/
theorem integral_bloch (m : ℤ) :
    ∫ x in (0 : ℝ)..1, bloch m x = if m = 0 then 1 else 0 := by
  by_cases hm : m = 0
  · simp [bloch, hm]
  · have hc : 2 * (Real.pi : ℂ) * Complex.I * m ≠ 0 :=
      mul_ne_zero Complex.two_pi_I_ne_zero (Int.cast_ne_zero.mpr hm)
    have h1 : Complex.exp (2 * (Real.pi : ℂ) * Complex.I * m) = 1 := by
      rw [mul_comm]
      exact Complex.exp_int_mul_two_pi_mul_I m
    simp only [bloch, ← mul_assoc]
    rw [integral_exp_mul_complex hc]
    simp [h1, hm]
```

## (b) Plane waves as powers

Show that $e_a(x)=e_1(x)^a$ for every natural number $a$.

**Solution.** Use $(e^y)^a=e^{ay}$ with $y=2\pi i x$. This turns a sum of plane waves into a polynomial in the phase.

```lean
/-- A plane wave of frequency `a ≥ 0` is the `a`-th power of the fundamental one. -/
theorem bloch_natCast (a : ℕ) (x : ℝ) : bloch (a : ℤ) x = bloch 1 x ^ a := by
  unfold bloch
  rw [← Complex.exp_nat_mul]
  congr 1
  push_cast
  ring
```

## (c) Differences of wave numbers

Show that $e_m(x-y)=e_m(x)/e_m(y)$.

**Solution.** The exponent $2\pi i m(x-y)$ is a difference, and the exponential of a difference is a quotient.

```lean
/-- The plane wave at a difference of wave numbers is the quotient of its values. -/
theorem bloch_sub (m : ℤ) (x y : ℝ) : bloch m (x - y) = bloch m x / bloch m y := by
  unfold bloch
  rw [← Complex.exp_sub]
  congr 1
  push_cast
  ring
```

## (d) Where a plane wave equals one

Show that
$$e_m(x)=1\iff mx\in\mathbb Z.$$

**Solution.** The exponential $e^y$ equals 1 exactly when $y=2\pi i s$ for an integer $s$. With $y=2\pi i m x$, cancelling $2\pi i$ leaves $mx=s$. The Lean proof does this in both directions, and `exact_mod_cast` carries the equation between real and complex numbers.

```lean
/-- A plane wave has the value 1 exactly where frequency times wave number is an integer. -/
theorem bloch_eq_one_iff (m : ℤ) (x : ℝ) : bloch m x = 1 ↔ ∃ s : ℤ, (m : ℝ) * x = s := by
  unfold bloch
  rw [Complex.exp_eq_one_iff]
  constructor
  · rintro ⟨s, hs⟩
    refine ⟨s, ?_⟩
    have h : (m : ℂ) * (x : ℂ) = (s : ℂ) := by
      apply mul_left_cancel₀ Complex.two_pi_I_ne_zero
      linear_combination hs
    exact_mod_cast h
  · rintro ⟨s, hs⟩
    have h : (m : ℂ) * (x : ℂ) = (s : ℂ) := by exact_mod_cast hs
    exact ⟨s, by linear_combination (2 * (Real.pi : ℂ) * Complex.I) * h⟩
```

## (e) An exact rule reads off coefficients

Let the rule be exact to $M$, let $p(X)=\sum_a p_a X^a$, and let $n\le M$ and $\deg p\le M+n$. Show that
$$\sum_j w_j\,e_{-n}(k_j)\,p(z_j)=p_n.$$

**Solution.** By (b), $e_{-n}(k_j)z_j^a=e_{a-n}(k_j)$. Exchanging the sums gives
$$\sum_{a=0}^{\deg p}p_a\sum_j w_j e_{a-n}(k_j).$$
The frequencies $a-n$ run from $-n$ to $\deg p-n$, so they all lie between $-M$ and $M$. Exactness and (a) turn the inner sum into $\delta_{an}$, which leaves $p_n$. If $n>\deg p$, no term survives, and $p_n=0$ as well.

The three steps of the `calc` block are the exchange of sums, the use of exactness, and the evaluation of the Kronecker delta. The tactic `omega` checks the frequency range.

```lean
/-- A rule exact to frequency `M`, applied to `exp(-2πi n k) p(exp(2πi k))`, returns the
`n`-th coefficient of `p`, provided `n ≤ M` and `p` has degree at most `M + n`. -/
theorem rule_extracts_coeff {N M : ℕ} {k : Fin N → ℝ} {w : Fin N → ℂ}
    (h : ExactTo k w M) (p : ℂ[X]) (n : ℕ) (hn : n ≤ M) (hp : p.natDegree ≤ M + n) :
    ∑ j, w j * (bloch (-(n : ℤ)) (k j) * p.eval (bloch 1 (k j))) = p.coeff n := by
  have hs : ∀ (a : ℕ) (x : ℝ),
      bloch ((a : ℤ) - n) x = bloch (-(n : ℤ)) x * bloch 1 x ^ a := by
    intro a x
    rw [← bloch_natCast]
    unfold bloch
    rw [← Complex.exp_add]
    congr 1
    push_cast
    ring
  calc ∑ j, w j * (bloch (-(n : ℤ)) (k j) * p.eval (bloch 1 (k j)))
      = ∑ a ∈ Finset.range (p.natDegree + 1),
          p.coeff a * ∑ j, w j * bloch ((a : ℤ) - n) (k j) := by
        simp_rw [eval_eq_sum_range, Finset.mul_sum]
        rw [Finset.sum_comm]
        refine Finset.sum_congr rfl fun a _ => Finset.sum_congr rfl fun j _ => ?_
        rw [hs]
        ring
    _ = ∑ a ∈ Finset.range (p.natDegree + 1), p.coeff a * (if a = n then 1 else 0) := by
        refine Finset.sum_congr rfl fun a ha => ?_
        have ha' := Finset.mem_range.mp ha
        rw [h _ (abs_le.mpr ⟨by omega, by omega⟩), integral_bloch]
        by_cases han : a = n
        · simp [han]
        · rw [if_neg han, if_neg (by omega)]
    _ = p.coeff n := by
        simp only [mul_ite, mul_one, mul_zero, Finset.sum_ite_eq', Finset.mem_range]
        split_ifs with hlt
        · rfl
        · exact (coeff_eq_zero_of_natDegree_lt (by omega)).symm
```

## (f) Properties of the nodal polynomial

Show that $P$ has leading coefficient 1 and degree $N$, and that $P(z_j)=0$ for every $j$.

**Solution.** $P$ is a product of $N$ factors $X-z_j$, each of degree one with leading coefficient 1. At $X=z_j$ the factor with index $j$ is zero. The theorem `nodal_spec` collects the three properties.

```lean
/-- The nodal polynomial of `N` nodes is monic of degree `N` and vanishes at every node. -/
theorem nodal_spec {N : ℕ} (k : Fin N → ℝ) :
    (nodal k).Monic ∧ (nodal k).natDegree = N ∧
      ∀ j, (nodal k).eval (bloch 1 (k j)) = 0 := by
  refine ⟨monic_prod_of_monic _ _ fun j _ => monic_X_sub_C _, ?_, fun j => ?_⟩
  · unfold nodal
    rw [natDegree_prod_of_monic _ _ fun j _ => monic_X_sub_C _]
    simp
  · unfold nodal
    rw [eval_prod]
    exact Finset.prod_eq_zero (Finset.mem_univ j) (by simp)
```

## (g) The bound for N nodes

Show that for any $N$ real nodes and complex weights there is an integer $m$ with $|m|\le N$ and
$$\sum_j w_j e_m(k_j)\neq\int_0^1 e_m(x)\,dx.$$

**Solution.** Suppose that the rule is exact to $N$. Apply (e) with $M=n=N$ and $p=P$, which is allowed because $\deg P=N\le 2N$. Every $P(z_j)$ is zero, so the left side is 0. The right side is the leading coefficient, which is 1. This is a contradiction.

In other words, the function $e_{-N}(x)P(e_1(x))$ vanishes at all nodes, yet its integral is 1. In Lean the claim is `¬ ExactTo k w N`; `h0` is the result of (e) and `h1` the leading coefficient.

For the filled band of a non-interacting one-dimensional chain with one orthonormal orbital per unit cell, $|m|$ is the hopping range in cells. If complex hoppings are allowed, no $N$-point rule gives the correct band energy for every such chain with hopping up to $N$ cells. The bound needs sines as well as cosines: for bands even in $k$, the single point $k=1/4$ with weight 1 already integrates $\cos 2\pi k$ correctly. Partly filled bands and higher-dimensional zones are different problems.

```lean
/-- No k-point rule with `N` real nodes and complex weights integrates all plane waves
of integer frequency `|m| ≤ N` exactly over the zone. -/
theorem no_rule_exact_to_node_count {N : ℕ} (k : Fin N → ℝ) (w : Fin N → ℂ) :
    ¬ ExactTo k w N := by
  intro h
  obtain ⟨hm, hd, hz⟩ := nodal_spec k
  -- the rule sees only zeros, while the exact integral is the leading coefficient
  have h0 := rule_extracts_coeff h (nodal k) N le_rfl (by omega)
  have h1 := hm.coeff_natDegree
  rw [hd] at h1
  simp [hz, h1] at h0
```

## (h) The nodal polynomial of an extremal rule

Now let $M+1$ nodes be exact to $M$, one frequency below the forbidden one. Show that, for every node $i$,
$$P(X)=X^{M+1}-z_i^{M+1}.$$

**Solution.** Take $1\le n\le M$. Then $\deg P=M+1\le M+n$, so (e) applies to $P$. Its left side is zero because $P$ vanishes at the nodes, and hence the coefficient of $X^n$ is zero. Only the leading term and a constant remain, and $P(z_i)=0$ fixes the constant as $-z_i^{M+1}$.

The Lean proof compares coefficients with `ext n`. It treats $n=0$ separately and then splits into $n$ below, equal to and above $M+1$. Evaluating at $z_i$ gives the constant, `hc`.

```lean
/-- If `M + 1` nodes are exact to frequency `M`, the nodal polynomial is `X^(M+1) - c`,
where `c` is the `(M+1)`-th power of the phase of any node. -/
theorem nodal_eq_of_exact {M : ℕ} {k : Fin (M + 1) → ℝ} {w : Fin (M + 1) → ℂ}
    (h : ExactTo k w M) (i : Fin (M + 1)) :
    nodal k = X ^ (M + 1) - C (bloch 1 (k i) ^ (M + 1)) := by
  obtain ⟨hm, hd, hz⟩ := nodal_spec k
  -- all coefficients strictly between the constant and the leading one vanish
  have q : nodal k = X ^ (M + 1) + C ((nodal k).coeff 0) := by
    ext n
    rw [coeff_add, coeff_X_pow, coeff_C]
    rcases Nat.eq_zero_or_pos n with rfl | hn
    · simp
    · rw [if_neg hn.ne', add_zero]
      rcases lt_trichotomy n (M + 1) with hlt | rfl | hgt
      · rw [if_neg hlt.ne, ← rule_extracts_coeff h (nodal k) n (by omega) (by omega)]
        exact Finset.sum_eq_zero fun j _ => by rw [hz j]; ring
      · rw [if_pos rfl]
        have h1 := hm.coeff_natDegree
        rwa [hd] at h1
      · rw [if_neg hgt.ne']
        exact coeff_eq_zero_of_natDegree_lt (by omega)
  have e := congrArg (eval (bloch 1 (k i))) q
  rw [hz i] at e
  simp only [eval_add, eval_pow, eval_X, eval_C] at e
  have hc : (nodal k).coeff 0 = -bloch 1 (k i) ^ (M + 1) := by linear_combination -e
  rw [q, hc, C_neg, sub_eq_add_neg]
```

## (i) The spacing of the nodes

Under the same hypothesis, show that for all $i,j$ there is an integer $s$ with
$$k_i-k_j=\frac{s}{M+1},$$
and that $k_i-k_j\notin\mathbb Z$ whenever $i\ne j$.

**Solution.** Part (h) holds for $i$ and for $j$ with the same $P$, so $z_i^{M+1}=z_j^{M+1}$. By (b) and (c), $e_{M+1}(k_i-k_j)=1$, and (d) gives $(M+1)(k_i-k_j)=s$.

For the second claim, a repeated root of $P$ would also be a root of $P'=(M+1)X^M$. This derivative has no root other than 0, and 0 is not a root of $P$ because $z_i^{M+1}\ne0$. The phases are therefore pairwise distinct, and by (c) and (d) no two nodes differ by an integer.

Modulo 1 there are only $M+1$ places at multiples of $1/(M+1)$ from a given node, and the $M+1$ nodes occupy them all. This is a uniform mesh with an arbitrary shift. In the code, `hsep` states that $P$ has no repeated root, and `hinj` that distinct indices have distinct phases.

```lean
/-- If `M + 1` nodes are exact to frequency `M`, all node differences are integer multiples
of `1/(M+1)`, and no two nodes differ by an integer. -/
theorem uniform_mesh_of_exact {M : ℕ} {k : Fin (M + 1) → ℝ} {w : Fin (M + 1) → ℂ}
    (h : ExactTo k w M) :
    (∀ i j, ∃ s : ℤ, k i - k j = s / ((M : ℝ) + 1)) ∧
      ∀ i j, i ≠ j → ∀ s : ℤ, k i - k j ≠ s := by
  have hM : (M : ℝ) + 1 ≠ 0 := by positivity
  constructor
  · intro i j
    have e := (nodal_eq_of_exact h i).symm.trans (nodal_eq_of_exact h j)
    have e' : bloch 1 (k i) ^ (M + 1) = bloch 1 (k j) ^ (M + 1) :=
      C_injective (sub_right_injective e)
    have h1 : bloch ((M + 1 : ℕ) : ℤ) (k i - k j) = 1 := by
      rw [bloch_sub, bloch_natCast, bloch_natCast, e']
      exact div_self (pow_ne_zero _ (Complex.exp_ne_zero _))
    obtain ⟨s, hs⟩ := (bloch_eq_one_iff _ _).mp h1
    refine ⟨s, ?_⟩
    push_cast at hs
    rw [eq_div_iff hM]
    linarith
  · intro i j hij s hs
    -- `X^(M+1) - c` with `c ≠ 0` has no repeated root
    have hsep : (nodal k).Separable := by
      rw [nodal_eq_of_exact h i]
      exact separable_X_pow_sub_C _ (Nat.cast_ne_zero.mpr (Nat.succ_ne_zero M))
        (pow_ne_zero _ (Complex.exp_ne_zero _))
    have hinj : Function.Injective fun j => bloch 1 (k j) :=
      Separable.injective_of_prod_X_sub_C hsep
    have h1 : bloch 1 (k i - k j) = 1 := (bloch_eq_one_iff _ _).mpr ⟨s, by simpa using hs⟩
    have hb : bloch 1 (k j) ≠ 0 := Complex.exp_ne_zero _
    rw [bloch_sub, div_eq_one_iff_eq hb] at h1
    exact hij (hinj h1)
```

## (j) The weights

Under the same hypothesis, show that for every $j$
$$w_j=\frac1{M+1}.$$

**Solution.** Fix $j$ and put $r_i=e_1(k_i-k_j)$. For $0\le m\le M$, parts (a) to (c) together with exactness give
$$\sum_i w_i r_i^m=\frac{\sum_i w_i e_m(k_i)}{e_m(k_j)}=\delta_{m0}.$$
Summing over $m$ yields
$$\sum_i w_i\sum_{m=0}^{M}r_i^m=1.$$
For $i=j$ the inner sum is $M+1$. For $i\ne j$, part (i) gives $r_i\ne1$ and $r_i^{M+1}=1$, so
$$(1-r_i)\sum_{m=0}^{M}r_i^m=1-r_i^{M+1}=0,$$
and the inner sum vanishes. What remains is $w_j(M+1)=1$.

The summed relation is `key` in the code. `Finset.sum_eq_single j` reduces it to the term $i=j$, and `mul_neg_geom_sum` supplies the geometric sum. Parts (h) to (j) lead from exactness to the equally weighted uniform mesh; the converse, that every such mesh is exact to $M$, is a separate statement that the code does not contain.

```lean
/-- If `M + 1` nodes are exact to frequency `M`, every weight equals `1/(M+1)`. -/
theorem equal_weights_of_exact {M : ℕ} {k : Fin (M + 1) → ℝ} {w : Fin (M + 1) → ℂ}
    (h : ExactTo k w M) (j : Fin (M + 1)) : w j = 1 / ((M : ℂ) + 1) := by
  obtain ⟨hu, hne⟩ := uniform_mesh_of_exact h
  have hM : (M : ℝ) + 1 ≠ 0 := by positivity
  -- sum the exactness relations over the frequencies 0, ..., M, with phases centred at node j
  have key : ∑ i, w i * ∑ m ∈ Finset.range (M + 1), bloch 1 (k i - k j) ^ m = 1 := by
    calc ∑ i, w i * ∑ m ∈ Finset.range (M + 1), bloch 1 (k i - k j) ^ m
        = ∑ m ∈ Finset.range (M + 1),
            (∑ i, w i * bloch (m : ℤ) (k i)) / bloch (m : ℤ) (k j) := by
          simp_rw [Finset.mul_sum, Finset.sum_div]
          rw [Finset.sum_comm]
          refine Finset.sum_congr rfl fun m _ => Finset.sum_congr rfl fun i _ => ?_
          rw [← bloch_natCast, bloch_sub, mul_div_assoc]
      _ = ∑ m ∈ Finset.range (M + 1), (if m = 0 then (1 : ℂ) else 0) := by
          refine Finset.sum_congr rfl fun m hm => ?_
          have hm' := Finset.mem_range.mp hm
          rw [h _ (abs_le.mpr ⟨by omega, by omega⟩), integral_bloch]
          by_cases h0 : m = 0
          · simp [h0, bloch]
          · simp [h0]
      _ = 1 := by simp
  rw [Finset.sum_eq_single j] at key
  · have h1 : bloch 1 (k j - k j) = 1 := by simp [bloch]
    simp only [h1, one_pow, Finset.sum_const, Finset.card_range, nsmul_eq_mul, mul_one] at key
    push_cast at key
    exact eq_div_of_mul_eq (by exact_mod_cast hM) key
  · intro i _ hij
    -- for every other node the geometric sum vanishes
    have hr : bloch 1 (k i - k j) ≠ 1 := by
      intro h1
      obtain ⟨s, hs⟩ := (bloch_eq_one_iff _ _).mp h1
      exact hne i j hij s (by simpa using hs)
    have hp : bloch 1 (k i - k j) ^ (M + 1) = 1 := by
      obtain ⟨s, hs⟩ := hu i j
      rw [← bloch_natCast, bloch_eq_one_iff]
      refine ⟨s, ?_⟩
      rw [hs]
      push_cast
      exact mul_div_cancel₀ _ hM
    have hg := mul_neg_geom_sum (bloch 1 (k i - k j)) (M + 1)
    rw [hp, sub_self] at hg
    rw [(mul_eq_zero.mp hg).resolve_left (sub_ne_zero.mpr hr.symm), mul_zero]
  · intro hj
    exact absurd (Finset.mem_univ j) hj

end

end BrillouinQuadratureBound
```

```lean
#print axioms BrillouinQuadratureBound.no_rule_exact_to_node_count
#print axioms BrillouinQuadratureBound.equal_weights_of_exact
```

```
'BrillouinQuadratureBound.no_rule_exact_to_node_count' depends on axioms: [propext, Classical.choice, Quot.sound]
'BrillouinQuadratureBound.equal_weights_of_exact' depends on axioms: [propext, Classical.choice, Quot.sound]
```
